# Transmission through a lossy two-flux slab and its loss-free limit 1/(1 + sL)

Carriers enter a uniform slab of thickness L from the left. On the way some are turned back, and some disappear by recombination or trapping. What fraction leaves on the right?

Without loss, the two-flux model answers 1/(1 + sL), where s is the probability per unit length of being turned back. This is close to 1 in a thin slab, the ballistic regime, and close to 1/(sL) in a thick one, the diffusive regime. With a constant loss probability a > 0 per unit length, the transmitted fraction has a closed form. It lies strictly below 1/(1 + sL) and returns to it as a → 0⁺.

## The slab equations and their decay rate

```lean
import Mathlib

open Set Filter Topology
open Real (cosh sinh)

namespace TwoFluxTransport

noncomputable section

/-- Forward flux `F` and backward flux `G` in a slab `0 ≤ x ≤ L` with loss rate `a` and
backscattering rate `s`, for unit flux injected at `0` and none injected at `L`. -/
structure SlabFluxes (a s L : ℝ) (F G : ℝ → ℝ) : Prop where
  forward : ∀ x ∈ Icc 0 L, HasDerivWithinAt F (-(a + s) * F x + s * G x) (Icc 0 L) x
  backward : ∀ x ∈ Icc 0 L, HasDerivWithinAt G ((a + s) * G x - s * F x) (Icc 0 L) x
  inlet : F 0 = 1
  outlet : G L = 0
```

`SlabFluxes a s L F G` is the statement that the functions F and G solve the slab problem:

F′ = −(a + s)F + sG

G′ = (a + s)G − sF

F(0) = 1, G(L) = 0

F is the flux moving right. G is the magnitude of the flux moving left, so the net current is F − G, and its derivative is −a(F + G). Both "rates" are per unit length, not per unit time.

`Icc 0 L` is the closed interval [0, L], and `HasDerivWithinAt` takes the derivative relative to it, hence one-sided at the faces. The structure puts no sign conditions on a, s or L; the theorems add them.

```lean
/-- The decay rate `k = √(a(a + 2s))`, for `a, s ≥ 0`. -/
def decayRate (a s : ℝ) : ℝ := √(a * (a + 2 * s))
```

Differentiating the equations once more gives F″ = ((a + s)² − s²)F = a(a + 2s)F. For a > 0 and s ≥ 0 the solutions are therefore combinations of exp(kx) and exp(−kx), with

k = √(a(a + 2s))

This k is an inverse decay length, not a wave number.

```lean
/-- The combination `k cosh(kx) + (a + s) sinh(kx)`, with `k` the decay rate. -/
def attenuation (a s x : ℝ) : ℝ :=
  decayRate a s * cosh (decayRate a s * x) + (a + s) * sinh (decayRate a s * x)
```

In ordinary notation, write D(x) for this combination:

D(x) = k cosh(kx) + (a + s) sinh(kx)

Despite the name `attenuation`, D grows with x when a > 0 and s ≥ 0. It will be the denominator of the transmitted flux.

```lean
/-- The transmission formula `k / (k cosh(kL) + (a + s) sinh(kL))`, for `a > 0`, `s ≥ 0`
and `L > 0`. -/
def transmission (a s L : ℝ) : ℝ := decayRate a s / attenuation a s L
```

The formula is k/D(L). It is defined separately from the fluxes, so its equality with F(L) has to be proved. At a = 0 it reads 0/0, which Lean evaluates as 0; the loss-free value therefore needs its own theorem.

## A combination that is constant across the slab

```lean
private theorem deriv_cosh (k x : ℝ) :
    HasDerivAt (fun y => cosh (k * y)) (k * sinh (k * x)) x := by
  have h := (Real.hasDerivAt_cosh (k * x)).comp x ((hasDerivAt_id' x).const_mul k)
  exact h.congr_deriv (by ring)

private theorem deriv_sinh (k x : ℝ) :
    HasDerivAt (fun y => sinh (k * y)) (k * cosh (k * x)) x := by
  have h := (Real.hasDerivAt_sinh (k * x)).comp x ((hasDerivAt_id' x).const_mul k)
  exact h.congr_deriv (by ring)
```

These are the chain rule for cosh(ky) and sinh(ky).

```lean
private theorem decayRate_sq {a s : ℝ} (ha : 0 < a) (hs : 0 ≤ s) :
    decayRate a s ^ 2 = a * (a + 2 * s) :=
  Real.sq_sqrt (by positivity)

private theorem decayRate_pos {a s : ℝ} (ha : 0 < a) (hs : 0 ≤ s) : 0 < decayRate a s :=
  Real.sqrt_pos.mpr (by positivity)
```

For a > 0 and s ≥ 0, k² = a(a + 2s) and k > 0.

```lean
variable {a s L : ℝ} {F G : ℝ → ℝ}

/-- If `φ` and `ψ` solve the adjoint equations, `φF + ψG` has the same value at both faces
of a slab of positive length; the boundary values of the fluxes are inserted. -/
theorem adjoint_pairing (hL : 0 < L) (h : SlabFluxes a s L F G) (φ ψ : ℝ → ℝ)
    (hφ : ∀ x, HasDerivAt φ ((a + s) * φ x + s * ψ x) x)
    (hψ : ∀ x, HasDerivAt ψ (-(s * φ x) - (a + s) * ψ x) x) :
    φ L * F L = φ 0 + ψ 0 * G 0 := by
  have hd : ∀ x ∈ Icc 0 L,
      HasDerivWithinAt (fun y => φ y * F y + ψ y * G y) 0 (Icc 0 L) x := by
    intro x hx
    have h1 := (hφ x).hasDerivWithinAt.mul (h.forward x hx)
    have h2 := (hψ x).hasDerivWithinAt.mul (h.backward x hx)
    exact (h1.add h2).congr_deriv (by ring)
  have hc := constant_of_derivWithin_zero (f := fun y => φ y * F y + ψ y * G y)
    (fun x hx => (hd x hx).differentiableWithinAt)
    (fun x hx => (hd x (Ico_subset_Icc_self hx)).derivWithin
      (uniqueDiffOn_Icc hL x (Ico_subset_Icc_self hx))) L (right_mem_Icc.mpr hL.le)
  simp only [h.inlet, h.outlet] at hc
  linarith
```

In a Lean theorem the named hypotheses come first, the claim follows the last colon, and the proof follows `:=`. Here φ and ψ are any functions with

φ′ = (a + s)φ + sψ

ψ′ = −sφ − (a + s)ψ

By the product rule,

(φF + ψG)′ = [(a + s)φ + sψ]F + φ[−(a + s)F + sG] + [−sφ − (a + s)ψ]G + ψ[(a + s)G − sF] = 0

All terms cancel in pairs, which `ring` checks. A function with zero derivative on the interval is constant, so its values at L and 0 agree. With F(0) = 1 and G(L) = 0 this becomes

φ(L)F(L) = φ(0) + ψ(0)G(0)

A pair with ψ(0) = 0 removes the unknown reflected flux G(0) and leaves F(L) alone.

```lean
private theorem forward_relation (hL : 0 < L) (h : SlabFluxes a s L F G) (k : ℝ)
    (hk : k ^ 2 = a * (a + 2 * s)) :
    (k * cosh (k * L) + (a + s) * sinh (k * L)) * F L = k := by
  have hφ : ∀ x, HasDerivAt (fun y => k * cosh (k * y) + (a + s) * sinh (k * y))
      ((a + s) * (k * cosh (k * x) + (a + s) * sinh (k * x)) + s * -(s * sinh (k * x))) x :=
    fun x => (((deriv_cosh k x).const_mul k).add
      ((deriv_sinh k x).const_mul (a + s))).congr_deriv
        (by linear_combination sinh (k * x) * hk)
  have hψ : ∀ x, HasDerivAt (fun y => -(s * sinh (k * y)))
      (-(s * (k * cosh (k * x) + (a + s) * sinh (k * x)))
        - (a + s) * -(s * sinh (k * x))) x :=
    fun x => ((deriv_sinh k x).const_mul s).neg.congr_deriv (by ring)
  have e := adjoint_pairing hL h _ _ hφ hψ
  simp only [mul_zero, Real.cosh_zero, Real.sinh_zero] at e
  linarith
```

Such a pair is φ = D and ψ = −s sinh(kx). For the first adjoint equation,

φ′ = k² sinh(kx) + (a + s)k cosh(kx)

(a + s)φ + sψ = (a + s)k cosh(kx) + [(a + s)² − s²] sinh(kx)

The two agree because k² = (a + s)² − s²; `linear_combination` uses exactly this identity, multiplied by sinh(kx). For the second, both sides equal −sk cosh(kx). Since φ(0) = k and ψ(0) = 0,

D(L)F(L) = k

## A lower bound on the denominator, and explicit fluxes

```lean
/-- For `a > 0`, `s ≥ 0` and `L > 0`, the attenuation denominator exceeds `k(1 + sL)`. -/
theorem attenuation_gt (ha : 0 < a) (hs : 0 ≤ s) (hL : 0 < L) :
    decayRate a s * (1 + s * L) < attenuation a s L := by
  have hk := decayRate_pos ha hs
  have h1 := mul_le_mul_of_nonneg_left (Real.one_le_cosh (decayRate a s * L)) hk.le
  have h2 := mul_le_mul_of_nonneg_left
    (Real.self_le_sinh_iff.mpr (mul_pos hk hL).le) (add_nonneg ha.le hs)
  have h3 : 0 < a * (decayRate a s * L) := by positivity
  unfold attenuation
  nlinarith
```

The bounds cosh y ≥ 1 and sinh y ≥ y for y ≥ 0, taken at y = kL, give

D(L) ≥ k + (a + s)kL = k(1 + sL) + akL > k(1 + sL)

The hypotheses `h1`, `h2` and `h3` in the proof are the two bounds and the positivity of akL; `nlinarith` combines them.

```lean
private theorem attenuation_pos (ha : 0 < a) (hs : 0 ≤ s) (hL : 0 < L) :
    0 < attenuation a s L :=
  lt_trans (mul_pos (decayRate_pos ha hs) (by positivity)) (attenuation_gt ha hs hL)
```

In particular D(L) > 0, so division by it is safe.

```lean
/-- For `a > 0`, `s ≥ 0` and `L > 0`, these explicit fluxes solve the slab problem. -/
theorem slabFluxes_witness (ha : 0 < a) (hs : 0 ≤ s) (hL : 0 < L) :
    SlabFluxes a s L (fun x => attenuation a s (L - x) / attenuation a s L)
      (fun x => s * sinh (decayRate a s * (L - x)) / attenuation a s L) := by
  have hk := decayRate_sq ha hs
  have hC := fun x => (deriv_cosh (decayRate a s) (L - x)).comp x
    ((hasDerivAt_id' x).const_sub L)
  have hS := fun x => (deriv_sinh (decayRate a s) (L - x)).comp x
    ((hasDerivAt_id' x).const_sub L)
  refine ⟨fun x _ => ?_, fun x _ => ?_, ?_, by simp⟩
  · refine ((((hC x).const_mul (decayRate a s)).add
      ((hS x).const_mul (a + s))).div_const (attenuation a s L)).congr_deriv ?_
      |>.hasDerivWithinAt
    rw [show attenuation a s (L - x) = decayRate a s * cosh (decayRate a s * (L - x))
      + (a + s) * sinh (decayRate a s * (L - x)) from rfl]
    linear_combination (-sinh (decayRate a s * (L - x)) / attenuation a s L) * hk
  · refine (((hS x).const_mul s).div_const (attenuation a s L)).congr_deriv ?_
      |>.hasDerivWithinAt
    rw [show attenuation a s (L - x) = decayRate a s * cosh (decayRate a s * (L - x))
      + (a + s) * sinh (decayRate a s * (L - x)) from rfl]
    ring
  · show attenuation a s (L - 0) / attenuation a s L = 1
    rw [sub_zero, div_self (attenuation_pos ha hs hL).ne']
```

The slab problem has a solution for all a > 0, s ≥ 0 and L > 0:

F(x) = D(L − x)/D(L)

G(x) = s sinh(k(L − x))/D(L)

The boundary values are immediate. Inserting the functions on the right of the forward equation gives

−(a + s)F + sG = −[(a + s)k cosh(k(L − x)) + k² sinh(k(L − x))]/D(L) = F′

again by k² = (a + s)² − s². In the backward equation the sinh terms cancel and both sides are −sk cosh(k(L − x))/D(L).

## The transmitted flux with and without loss

```lean
/-- Without loss, and with `s ≥ 0` and `L > 0`, the transmitted flux is `1/(1 + sL)`. -/
theorem lossFree_transmission (hs : 0 ≤ s) (hL : 0 < L) (h : SlabFluxes 0 s L F G) :
    F L = 1 / (1 + s * L) := by
  have hφ : ∀ x, HasDerivAt (fun y => 1 + s * y)
      ((0 + s) * (1 + s * x) + s * -(s * x)) x :=
    fun x => (((hasDerivAt_id' x).const_mul s).const_add 1).congr_deriv (by ring)
  have hψ : ∀ x, HasDerivAt (fun y => -(s * y))
      (-(s * (1 + s * x)) - (0 + s) * -(s * x)) x :=
    fun x => ((hasDerivAt_id' x).const_mul s).neg.congr_deriv (by ring)
  have e := adjoint_pairing hL h _ _ hφ hψ
  have hp : 0 < 1 + s * L := by positivity
  rw [eq_div_iff hp.ne']
  linarith
```

For a = 0 a linear adjoint pair suffices: φ = 1 + sx and ψ = −sx. Indeed

φ′ = s = s(1 + sx) + s(−sx)

ψ′ = −s = −s(1 + sx) − s(−sx)

With φ(0) = 1 and ψ(0) = 0, the pairing gives (1 + sL)F(L) = 1.

In the Landauer picture, conductance is proportional to transmission. For non-interacting carriers without phase coherence, restricted to two directions of motion, 1/(1 + sL) is the transmission that interpolates between ballistic and diffusive conduction.

```lean
/-- For `a > 0`, `s ≥ 0` and `L > 0`, the transmitted flux is given by the transmission
formula and lies strictly below `1/(1 + sL)`. -/
theorem transmitted_flux (ha : 0 < a) (hs : 0 ≤ s) (hL : 0 < L)
    (h : SlabFluxes a s L F G) :
    F L = transmission a s L ∧ F L < 1 / (1 + s * L) := by
  have hA := attenuation_pos ha hs hL
  have e : attenuation a s L * F L = decayRate a s :=
    forward_relation hL h _ (decayRate_sq ha hs)
  have hF : F L = transmission a s L := by
    unfold transmission
    rw [eq_div_iff hA.ne']
    linarith
  refine ⟨hF, ?_⟩
  rw [hF, transmission, div_lt_div_iff₀ hA (by positivity)]
  linarith [attenuation_gt ha hs hL]
```

From D(L)F(L) = k and D(L) > 0,

F(L) = k/(k cosh(kL) + (a + s) sinh(kL))

Cross-multiplying turns F(L) < 1/(1 + sL) into k(1 + sL) < D(L), the bound already obtained. The result holds for every pair of fluxes satisfying `SlabFluxes`, not only for the explicit one.

The simplest case is s = 0. Then k = a, and cosh(aL) + sinh(aL) = exp(aL), so F(L) = exp(−aL): pure exponential absorption, below the loss-free value 1.

The strict inequality fails if a > 0 is relaxed to a ≥ 0. Take a = s = 0, with F = 1 and G = 0 throughout. These fluxes solve the problem, and F(L) = 1 = 1/(1 + sL).

## Letting the loss go to zero

```lean
/-- For `s ≥ 0` and `L > 0`, the transmission formula tends to `1/(1 + sL)` as the loss rate
tends to zero from above. -/
theorem transmission_tendsto (hs : 0 ≤ s) (hL : 0 < L) :
    Tendsto (fun a => transmission a s L) (𝓝[>] 0) (𝓝 (1 / (1 + s * L))) := by
  have hcont : Continuous (fun a => decayRate a s) := by
    unfold decayRate
    fun_prop
  have h0 : Tendsto (fun a => decayRate a s) (𝓝 0) (𝓝 (decayRate 0 s)) := hcont.tendsto 0
  rw [show decayRate 0 s = 0 by simp [decayRate]] at h0
  have hk : Tendsto (fun a => decayRate a s) (𝓝[>] 0) (𝓝 0) :=
    h0.mono_left nhdsWithin_le_nhds
  have hk' : Tendsto (fun a => decayRate a s) (𝓝[>] 0) (𝓝[≠] 0) := by
    refine tendsto_nhdsWithin_iff.mpr ⟨hk, ?_⟩
    filter_upwards [self_mem_nhdsWithin] with a ha
    exact (decayRate_pos ha hs).ne'
  -- sinh(kL)/k tends to L: this is the derivative of sinh(Lk) at k = 0
  have hq := hasDerivAt_iff_tendsto_slope_zero.mp (deriv_sinh L 0)
  simp only [zero_add, mul_zero, Real.sinh_zero, sub_zero, Real.cosh_zero, mul_one,
    smul_eq_mul] at hq
  have hq' : Tendsto (fun a => (decayRate a s)⁻¹ * sinh (L * decayRate a s))
      (𝓝[>] 0) (𝓝 L) := hq.comp hk'
  have hc : Tendsto (fun a => cosh (decayRate a s * L)) (𝓝[>] 0) (𝓝 (cosh (0 * L))) :=
    (Real.continuous_cosh.tendsto _).comp (hk.mul_const L)
  have ha : Tendsto (fun a : ℝ => a + s) (𝓝[>] 0) (𝓝 (0 + s)) :=
    (tendsto_id.mono_left nhdsWithin_le_nhds).add_const s
  have hden := hc.add (ha.mul hq')
  rw [zero_mul, Real.cosh_zero, zero_add] at hden
  have hp : 0 < 1 + s * L := by positivity
  rw [one_div]
  refine (hden.inv₀ hp.ne').congr' ?_
  filter_upwards [self_mem_nhdsWithin] with a ha
  have hk := decayRate_pos ha hs
  have e : attenuation a s L = decayRate a s * (cosh (decayRate a s * L)
      + (a + s) * ((decayRate a s)⁻¹ * sinh (L * decayRate a s))) := by
    rw [mul_comm L, attenuation]
    field_simp
  rw [transmission, e, div_eq_mul_inv, mul_inv, mul_inv_cancel_left₀ hk.ne']
```

`Tendsto` expresses a limit, and `𝓝[>] 0` means that a approaches 0 from above. Dividing the denominator by k gives

D(L)/k = cosh(kL) + (a + s) sinh(kL)/k

As a → 0⁺, k → 0 while staying nonzero. The first term tends to 1. The quotient sinh(kL)/k tends to L, because it is the difference quotient at k = 0 of sinh(Lk), whose derivative there is L. Hence D(L)/k → 1 + sL, and the reciprocal tends to 1/(1 + sL).

In the proof, `hc` is the limit of the cosh term, `hq'` that of the quotient, and `hden` that of their combination. The last lines identify the reciprocal with `transmission` for a > 0.

```lean
/-- For slabs with fixed `s ≥ 0` and `L > 0` and every loss rate `a > 0`, the transmitted flux
is `k / (k cosh(kL) + (a + s) sinh(kL))` with `k = √(a(a + 2s))`. It lies strictly below
`1/(1 + sL)` and tends to this value as `a` tends to zero from above. -/
theorem two_flux_crossover (hs : 0 ≤ s) (hL : 0 < L) (F G : ℝ → ℝ → ℝ)
    (h : ∀ a, 0 < a → SlabFluxes a s L (F a) (G a)) :
    (∀ a, 0 < a → F a L = transmission a s L ∧ F a L < 1 / (1 + s * L)) ∧
      Tendsto (fun a => F a L) (𝓝[>] 0) (𝓝 (1 / (1 + s * L))) := by
  refine ⟨fun a ha => transmitted_flux ha hs hL (h a ha), ?_⟩
  refine (transmission_tendsto hs hL).congr' ?_
  filter_upwards [self_mem_nhdsWithin] with a ha
  exact (transmitted_flux ha hs hL (h a ha)).1.symm

end

end TwoFluxTransport
```

Here F and G take two arguments: `F a L` is the forward flux at x = L in the slab with loss rate a. The hypothesis `h` says that for each a > 0 the pair `F a`, `G a` solves the slab problem with the same s and L. The explicit fluxes above provide such a family.

The conclusion has two parts. For every a > 0, the transmitted flux equals k/D(L) and is strictly less than 1/(1 + sL). As a → 0⁺, it tends to 1/(1 + sL). The first part is `transmitted_flux`; the second carries the limit of the formula over to the fluxes, since the two agree for all a > 0.

What remains to be justified for a real material is the reduction of its carrier transport to two fluxes with constant a and s. That reduction leaves out the spread of directions and energies, and any position dependence of the scattering, for instance through an electric field.

```lean
#print axioms TwoFluxTransport.lossFree_transmission
-- 'TwoFluxTransport.lossFree_transmission' depends on axioms: [propext, Classical.choice, Quot.sound]
#print axioms TwoFluxTransport.two_flux_crossover
-- 'TwoFluxTransport.two_flux_crossover' depends on axioms: [propext, Classical.choice, Quot.sound]
```
